# For \(t>0\), the two-electron Hubbard dimer has ground-state natural occupations \(1\pm 4t/\sqrt{U^2+16t^2}\)

If my code forgets one spin when it builds the off-diagonal part of a one-particle density matrix, the natural occupations still add up to two and still look plausibly fractional. I would read the error as static correlation. Exact values for a small correlated system would give me something to test the code against.

The Hubbard dimer with one up and one down electron seems right for this. With hopping \(t>0\), on-site repulsion \(U\ge 0\) and \(W=\sqrt{U^2+16t^2}\), the lowest level should be \((U-W)/2\) and nondegenerate, with double-occupancy probability \((1-U/W)/2\) and natural occupations \(1\pm4t/W\). At \(U=4t\) the occupations should be \(1\pm1/\sqrt2\). Can this be derived in full, and can the proof be checked by machine?

## Site exchange leaves two amplitudes

Yes, and \(U\) may also be negative, which means attraction: everything below holds for \(t>0\) and any real \(U\).

Let \(\psi(i,j)\) be the amplitude for the up electron on site \(i\) and the down electron on site \(j\), with \(i,j\in\{0,1\}\). At energy \(e\) the Schrödinger equation reads

\[
\begin{aligned}
U\psi(0,0)-t[\psi(0,1)+\psi(1,0)]&=e\,\psi(0,0),\\
-t[\psi(0,0)+\psi(1,1)]&=e\,\psi(0,1),\\
-t[\psi(0,0)+\psi(1,1)]&=e\,\psi(1,0),\\
U\psi(1,1)-t[\psi(0,1)+\psi(1,0)]&=e\,\psi(1,1).
\end{aligned}
\]

Subtracting the equations in pairs gives \(e[\psi(0,1)-\psi(1,0)]=0\) and \((U-e)[\psi(0,0)-\psi(1,1)]=0\). If \(e<0\) and \(e<U\), the state is therefore symmetric under site exchange. Write \(a=\psi(0,0)=\psi(1,1)\) and \(b=\psi(0,1)=\psi(1,0)\). Then

\[
(U-e)a=2tb,\qquad eb=-2ta .
\]

Multiplying the first equation by \(e\) and inserting the second gives \((e^2-Ue-4t^2)a=0\). If \(a=0\), then \(b=0\) too, so a nonzero state needs \(e^2-Ue-4t^2=0\), with roots \((U\pm W)/2\).

Let \(E=(U-W)/2\). Since \(W>|U|\), \(E\) lies below both \(0\) and \(U\). Any eigenvalue below \(E\) would do so as well and would have to be a root, but the quadratic is strictly positive below its smaller root. At \(e=E\) the equations give \(a=-Ec\) and \(b=2tc\) for some complex \(c\), and every such choice solves all four equations. The level \(E\) is thus the lowest, and it is nondegenerate.

## Normalisation fixes the occupations

Using \(4t^2=E^2-UE\) and \(W=U-2E\),

\[
1=2|a|^2+2|b|^2=|c|^2(2E^2+8t^2)=|c|^2(-2EW).
\]

The double-occupancy probability is

\[
2|a|^2=2|c|^2E^2=-\frac{E}{W}=\frac12\left(1-\frac UW\right).
\]

Up to a common phase, the normalised amplitudes are \(a=\tfrac12\sqrt{1-U/W}\) and \(b=\tfrac12\sqrt{1+U/W}\).

The spin-summed density matrix has diagonal elements \(2|a|^2+2|b|^2=1\) and off-diagonal elements \(4\,\mathrm{Re}(a b^*)=-8tE|c|^2=4t/W\):

\[
\gamma=\begin{pmatrix}1&4t/W\\4t/W&1\end{pmatrix}.
\]

Its eigenvectors are the bonding and antibonding orbitals \((1,\pm1)/\sqrt2\), with eigenvalues \(1\pm4t/W\). At \(U=4t\), \(W=4\sqrt2\,t\), which gives \(1\pm1/\sqrt2\).

For numbers without roots, take \(t=1\) and \(U=3\). Then \(W=5\), \(E=-1\), and the state is \((1,2,2,1)/\sqrt{10}\) in the order \((0,0),(0,1),(1,0),(1,1)\). The double occupancy is \(2/10=1/5\), and the occupations are \(1.8\) and \(0.2\).

At \(U=0\) the occupations are \(2\) and \(0\), as for a single doubly filled bonding orbital. As \(U/t\to\infty\), both tend to \(1\). Within this two-site model, they track the passage from a single-determinant state to a strongly multireference one.

## What the Lean theorems say about the dimer

A state is a function `ψ : Fin 2 × Fin 2 → ℂ`, indexed as above. `hamiltonian t U` adds the two one-electron hopping terms, written as Kronecker products, to a diagonal matrix that charges \(U\) when the sites coincide. The parameter \(t\) stands for tunnelling between the sites and \(U\) for the repulsion of two electrons on one site; both are given numbers.

- `groundEnergy_isLeast` says that `groundEnergy t U`, defined as \((U-W)/2\), is the least real number that has a nonzero eigenvector.
- `ground_nondegenerate` says that the solutions at this energy are exactly the complex multiples of the nonzero, unnormalised `groundVector t U`.
- `ground_state_correlation` takes any normalised solution and gives its double occupancy. It also states that a real number is a natural occupation if and only if it is one of \(1\pm4t/W\).
- `occupations_at_four_t` is the case \(U=4t\).

`IsNaturalOccupation` means an eigenvalue of `densityMatrix ψ`, which sums over both spins, so a filled orbital counts as \(2\). The condition \(t>0\) does real work: at \(t=0\) the lowest level is degenerate. The model has one orbital per site, equal site energies and no repulsion between sites, and the state space contains only one up and one down electron. Two electrons of equal spin must sit on different sites and can't hop, so their energy is \(0\), which is above \(E\). The ground state found here is therefore the ground state for two electrons of any spin.

```lean
import Mathlib

open Matrix
open scoped Kronecker ComplexConjugate

namespace HubbardDimerOccupations

noncomputable section

/-- The one-electron hopping matrix `-t σₓ` between the two sites. -/
def hopping (t : ℝ) : Matrix (Fin 2) (Fin 2) ℂ := !![0, -(t : ℂ); -(t : ℂ), 0]

/-- The Hubbard dimer with one up and one down electron; the index `(i, j)` puts the up electron
on site `i` and the down electron on site `j`. -/
def hamiltonian (t U : ℝ) : Matrix (Fin 2 × Fin 2) (Fin 2 × Fin 2) ℂ :=
  hopping t ⊗ₖ 1 + 1 ⊗ₖ hopping t + diagonal (fun p => if p.1 = p.2 then (U : ℂ) else 0)

/-- The energy scale `W = √(U² + 16 t²)`. -/
def W (t U : ℝ) : ℝ := √(U ^ 2 + 16 * t ^ 2)

/-- The energy `(U - W) / 2`. -/
def groundEnergy (t U : ℝ) : ℝ := (U - W t U) / 2

/-- The unnormalised state with amplitude `(W - U) / 2` on doubly occupied configurations and
`2 t` on singly occupied ones. -/
def groundVector (t U : ℝ) (p : Fin 2 × Fin 2) : ℝ :=
  if p.1 = p.2 then -groundEnergy t U else 2 * t

/-- The total weight of the configurations with both electrons on one site. -/
def doubleOccupancy (ψ : Fin 2 × Fin 2 → ℂ) : ℝ := ∑ i, ‖ψ (i, i)‖ ^ 2

/-- The spin-summed one-particle density matrix in the site basis. -/
def densityMatrix (ψ : Fin 2 × Fin 2 → ℂ) : Matrix (Fin 2) (Fin 2) ℂ :=
  Matrix.of fun i j => ∑ k, (ψ (i, k) * conj (ψ (j, k)) + ψ (k, i) * conj (ψ (k, j)))

/-- A natural occupation is an eigenvalue of the one-particle density matrix. -/
def IsNaturalOccupation (ψ : Fin 2 × Fin 2 → ℂ) (n : ℝ) : Prop :=
  ∃ v : Fin 2 → ℂ, v ≠ 0 ∧ densityMatrix ψ *ᵥ v = (n : ℂ) • v

/-- The stationary Schrödinger equation of the dimer, written out in its four amplitudes. -/
theorem schrodinger_iff (t U : ℝ) (ψ : Fin 2 × Fin 2 → ℂ) (z : ℂ) :
    hamiltonian t U *ᵥ ψ = z • ψ ↔
      (U * ψ (0, 0) - t * (ψ (0, 1) + ψ (1, 0)) = z * ψ (0, 0) ∧
        -t * (ψ (0, 0) + ψ (1, 1)) = z * ψ (0, 1)) ∧
      (-t * (ψ (0, 0) + ψ (1, 1)) = z * ψ (1, 0) ∧
        U * ψ (1, 1) - t * (ψ (0, 1) + ψ (1, 0)) = z * ψ (1, 1)) := by
  have h00 : (hamiltonian t U *ᵥ ψ) (0, 0) = U * ψ (0, 0) - t * (ψ (0, 1) + ψ (1, 0)) := by
    simp [hamiltonian, hopping, Matrix.mulVec, dotProduct, Fintype.sum_prod_type,
      Fin.sum_univ_two, Matrix.one_apply, Matrix.diagonal_apply]
    ring
  have h01 : (hamiltonian t U *ᵥ ψ) (0, 1) = -t * (ψ (0, 0) + ψ (1, 1)) := by
    simp [hamiltonian, hopping, Matrix.mulVec, dotProduct, Fintype.sum_prod_type,
      Fin.sum_univ_two, Matrix.one_apply, Matrix.diagonal_apply]
    ring
  have h10 : (hamiltonian t U *ᵥ ψ) (1, 0) = -t * (ψ (0, 0) + ψ (1, 1)) := by
    simp [hamiltonian, hopping, Matrix.mulVec, dotProduct, Fintype.sum_prod_type,
      Fin.sum_univ_two, Matrix.one_apply, Matrix.diagonal_apply]
    ring
  have h11 : (hamiltonian t U *ᵥ ψ) (1, 1) = U * ψ (1, 1) - t * (ψ (0, 1) + ψ (1, 0)) := by
    simp [hamiltonian, hopping, Matrix.mulVec, dotProduct, Fintype.sum_prod_type,
      Fin.sum_univ_two, Matrix.one_apply, Matrix.diagonal_apply]
    ring
  rw [funext_iff, Prod.forall]
  simp only [Fin.forall_fin_two, Pi.smul_apply, smul_eq_mul, h00, h01, h10, h11]

/-- For `t > 0` the energy `E = (U - W) / 2` lies below both `0` and `U` and solves
`E² = U E + 4 t²`; also `W > 0`. -/
theorem groundEnergy_facts {t : ℝ} (U : ℝ) (ht : 0 < t) :
    0 < W t U ∧ groundEnergy t U < 0 ∧ groundEnergy t U < U ∧
      groundEnergy t U ^ 2 = U * groundEnergy t U + 4 * t ^ 2 := by
  have hW : 0 < W t U := Real.sqrt_pos.mpr (by positivity)
  have hsq : W t U ^ 2 = U ^ 2 + 16 * t ^ 2 := Real.sq_sqrt (by positivity)
  have hlt : U ^ 2 < W t U ^ 2 := by rw [hsq]; linarith [pow_pos ht 2]
  obtain ⟨h1, h2⟩ := abs_lt_of_sq_lt_sq' hlt hW.le
  unfold groundEnergy
  exact ⟨hW, by linarith, by linarith, by linear_combination hsq / 4⟩

/-- An eigenstate with energy below both `0` and `U` is unchanged when the two sites are
exchanged, and its two remaining amplitudes obey a two-level problem. -/
theorem site_symmetric {t U e : ℝ} {ψ : Fin 2 × Fin 2 → ℂ} (h0 : e < 0) (hU : e < U)
    (h : hamiltonian t U *ᵥ ψ = (e : ℂ) • ψ) :
    ψ (1, 0) = ψ (0, 1) ∧ ψ (1, 1) = ψ (0, 0) ∧
      e * ψ (0, 1) = -2 * t * ψ (0, 0) ∧ (U - e) * ψ (0, 0) = 2 * t * ψ (0, 1) := by
  obtain ⟨⟨h1, h2⟩, h3, h4⟩ := (schrodinger_iff t U ψ e).mp h
  have he : (e : ℂ) ≠ 0 := by exact_mod_cast h0.ne
  have hd : (U : ℂ) - e ≠ 0 := by exact_mod_cast (sub_pos.mpr hU).ne'
  have hb : ψ (1, 0) = ψ (0, 1) := mul_left_cancel₀ he (by linear_combination h2 - h3)
  have ha : ψ (1, 1) = ψ (0, 0) := mul_left_cancel₀ hd (by linear_combination h4 - h1)
  rw [hb] at h1
  rw [ha] at h2
  exact ⟨hb, ha, by linear_combination -h2, by linear_combination h1⟩

/-- For `t > 0` the level `(U - W) / 2` is nondegenerate: its eigenstates are exactly the nonzero
multiples of one nonzero vector. -/
theorem ground_nondegenerate {t : ℝ} (U : ℝ) (ht : 0 < t) :
    groundVector t U ≠ 0 ∧ ∀ ψ : Fin 2 × Fin 2 → ℂ,
      hamiltonian t U *ᵥ ψ = (groundEnergy t U : ℂ) • ψ ↔
        ∃ c : ℂ, ψ = fun p => c * groundVector t U p := by
  obtain ⟨-, h0, hU, hE⟩ := groundEnergy_facts U ht
  have htc : (t : ℂ) ≠ 0 := by exact_mod_cast ht.ne'
  have hEc : (groundEnergy t U : ℂ) ^ 2 = U * groundEnergy t U + 4 * t ^ 2 := by
    exact_mod_cast hE
  refine ⟨fun h => ?_, fun ψ => ⟨fun h => ?_, ?_⟩⟩
  · have := congrFun h (0, 1)
    simp [groundVector, ht.ne'] at this
  · obtain ⟨hb, ha, h1, -⟩ := site_symmetric h0 hU h
    have hion : ψ (0, 0) = ψ (0, 1) / (2 * t) * (-(groundEnergy t U : ℂ)) := by
      field_simp
      linear_combination h1
    have hcov : ψ (0, 1) = ψ (0, 1) / (2 * t) * (2 * t) := by field_simp
    refine ⟨ψ (0, 1) / (2 * t), ?_⟩
    rw [funext_iff, Prod.forall]
    simp only [Fin.forall_fin_two, hb, ha]
    simpa [groundVector] using And.intro (And.intro hion hcov) (And.intro hcov hion)
  · rintro ⟨c, rfl⟩
    rw [schrodinger_iff]
    simp only [groundVector, if_true, zero_ne_one, one_ne_zero, if_false]
    push_cast
    exact ⟨⟨by linear_combination c * hEc, by ring⟩, by ring, by linear_combination c * hEc⟩

/-- For `t > 0` the lowest eigenvalue of the Hubbard dimer is `(U - W) / 2`. -/
theorem groundEnergy_isLeast {t : ℝ} (U : ℝ) (ht : 0 < t) :
    IsLeast {e : ℝ | ∃ ψ : Fin 2 × Fin 2 → ℂ, ψ ≠ 0 ∧ hamiltonian t U *ᵥ ψ = (e : ℂ) • ψ}
      (groundEnergy t U) := by
  obtain ⟨-, h0, hU, hE⟩ := groundEnergy_facts U ht
  constructor
  · refine ⟨fun p => 1 * groundVector t U p, fun h => ?_,
      ((ground_nondegenerate U ht).2 _).mpr ⟨1, rfl⟩⟩
    have := congrFun h (0, 1)
    simp [groundVector, ht.ne'] at this
  · rintro e ⟨ψ, hne, h⟩
    by_contra hlt
    have hlt := not_le.mp hlt
    obtain ⟨hb, ha, h1, h2⟩ := site_symmetric (hlt.trans h0) (hlt.trans hU) h
    -- below the ground energy the characteristic polynomial is strictly positive
    have hpos : 0 < e ^ 2 - U * e - 4 * t ^ 2 := by
      have := mul_pos (sub_pos.mpr hlt) (show 0 < U - e - groundEnergy t U by linarith)
      nlinarith
    have hpc : (e : ℂ) ^ 2 - U * e - 4 * t ^ 2 ≠ 0 := by exact_mod_cast hpos.ne'
    have hec : (e : ℂ) ≠ 0 := by exact_mod_cast (hlt.trans h0).ne
    have hz : ψ (0, 0) = 0 :=
      mul_left_cancel₀ hpc (by linear_combination -(e : ℂ) * h2 - 2 * t * h1)
    have hy : ψ (0, 1) = 0 := mul_left_cancel₀ hec (by rw [h1, hz]; ring)
    apply hne
    rw [funext_iff, Prod.forall]
    simp [Fin.forall_fin_two, hb, ha, hz, hy]

/-- For `t > 0`, every normalised ground state has double-occupancy probability `(1 - U/W) / 2`,
and its natural occupations are exactly `1 + 4t/W` and `1 - 4t/W`. -/
theorem ground_state_correlation {t U : ℝ} (ht : 0 < t) {ψ : Fin 2 × Fin 2 → ℂ}
    (hψ : hamiltonian t U *ᵥ ψ = (groundEnergy t U : ℂ) • ψ) (hn : ∑ p, ‖ψ p‖ ^ 2 = 1) :
    doubleOccupancy ψ = (1 - U / W t U) / 2 ∧
      ∀ n : ℝ, IsNaturalOccupation ψ n ↔ n = 1 + 4 * t / W t U ∨ n = 1 - 4 * t / W t U := by
  obtain ⟨hW, -, -, hE⟩ := groundEnergy_facts U ht
  have hWE : W t U = U - 2 * groundEnergy t U := by unfold groundEnergy; ring
  obtain ⟨c, rfl⟩ := ((ground_nondegenerate U ht).2 ψ).mp hψ
  have hnorm : ‖c‖ ^ 2 * (2 * groundEnergy t U ^ 2 + 8 * t ^ 2) = 1 := by
    simp only [Fintype.sum_prod_type, Fin.sum_univ_two, groundVector, if_true, zero_ne_one,
      one_ne_zero, if_false, norm_mul, Complex.norm_real, Real.norm_eq_abs, mul_pow, sq_abs] at hn
    linear_combination hn
  have hc : ‖c‖ ^ 2 * (-2 * groundEnergy t U * W t U) = 1 := by
    rw [hWE]
    linear_combination hnorm + 2 * ‖c‖ ^ 2 * hE
  constructor
  · simp only [doubleOccupancy, Fin.sum_univ_two, groundVector, if_true, norm_mul,
      Complex.norm_real, Real.norm_eq_abs, mul_pow, sq_abs]
    have hr : (1 - U / W t U) / 2 = -groundEnergy t U / W t U := by
      unfold groundEnergy
      field_simp
      ring
    rw [hr, eq_div_iff hW.ne']
    linear_combination -groundEnergy t U * hc
  · -- the density matrix has unit diagonal and off-diagonal element x = 4t/W
    have hx : ‖c‖ ^ 2 * (-8 * t * groundEnergy t U) = 4 * t / W t U := by
      rw [eq_div_iff hW.ne']
      linear_combination 4 * t * hc
    generalize 4 * t / W t U = x at hx ⊢
    have hcc : c * conj c = (‖c‖ : ℂ) ^ 2 := by
      rw [Complex.mul_conj, Complex.normSq_eq_norm_sq]
      push_cast
      rfl
    have hnc : (‖c‖ : ℂ) ^ 2 * (2 * (groundEnergy t U : ℂ) ^ 2 + 8 * (t : ℂ) ^ 2) = 1 := by
      exact_mod_cast hnorm
    have hxc : (‖c‖ : ℂ) ^ 2 * (-8 * (t : ℂ) * groundEnergy t U) = x := by
      exact_mod_cast hx
    rw [← hcc] at hnc hxc
    have hD : densityMatrix (fun p => c * groundVector t U p) = !![1, (x : ℂ); (x : ℂ), 1] := by
      rw [← Matrix.ext_iff]
      simp only [Fin.forall_fin_two, densityMatrix, Matrix.of_apply, Fin.sum_univ_two,
        groundVector, if_true, zero_ne_one, one_ne_zero, if_false, map_mul, Complex.conj_ofReal,
        Matrix.cons_val_zero, Matrix.cons_val_one]
      push_cast
      exact ⟨⟨by linear_combination hnc, by linear_combination hxc⟩,
        by linear_combination hxc, by linear_combination hnc⟩
    intro n
    unfold IsNaturalOccupation
    rw [hD]
    constructor
    · rintro ⟨v, hv, h⟩
      have h1 : v 0 + x * v 1 = n * v 0 := by
        simpa [Matrix.mulVec, dotProduct, Fin.sum_univ_two] using congrFun h 0
      have h2 : x * v 0 + v 1 = n * v 1 := by
        simpa [Matrix.mulVec, dotProduct, Fin.sum_univ_two] using congrFun h 1
      by_contra hcon
      obtain ⟨hp, hm⟩ := not_or.mp hcon
      have hpc : (n : ℂ) - (1 + x) ≠ 0 := by exact_mod_cast sub_ne_zero.mpr hp
      have hmc : (n : ℂ) - (1 - x) ≠ 0 := by exact_mod_cast sub_ne_zero.mpr hm
      -- bonding and antibonding components both vanish
      have hs : v 0 + v 1 = 0 := mul_left_cancel₀ hpc (by linear_combination -h1 - h2)
      have hd : v 0 - v 1 = 0 := mul_left_cancel₀ hmc (by linear_combination h2 - h1)
      apply hv
      rw [funext_iff, Fin.forall_fin_two]
      exact ⟨by simpa using (by linear_combination (hs + hd) / 2 : v 0 = 0),
        by simpa using (by linear_combination (hs - hd) / 2 : v 1 = 0)⟩
    · rintro (rfl | rfl)
      · refine ⟨![1, 1], fun h => by simpa using congrFun h 0, ?_⟩
        rw [funext_iff, Fin.forall_fin_two]
        constructor <;> simp [Matrix.mulVec, dotProduct, Fin.sum_univ_two, add_comm]
      · refine ⟨![1, -1], fun h => by simpa using congrFun h 0, ?_⟩
        rw [funext_iff, Fin.forall_fin_two]
        constructor <;> simp [Matrix.mulVec, dotProduct, Fin.sum_univ_two] <;> ring

/-- At `U = 4t` with `t > 0`, the natural occupations of a normalised ground state are exactly
`1 + 1/√2` and `1 - 1/√2`. -/
theorem occupations_at_four_t {t : ℝ} (ht : 0 < t) {ψ : Fin 2 × Fin 2 → ℂ}
    (hψ : hamiltonian t (4 * t) *ᵥ ψ = (groundEnergy t (4 * t) : ℂ) • ψ)
    (hn : ∑ p, ‖ψ p‖ ^ 2 = 1) (n : ℝ) :
    IsNaturalOccupation ψ n ↔ n = 1 + 1 / √2 ∨ n = 1 - 1 / √2 := by
  have hW : W t (4 * t) = 4 * t * √2 := by
    unfold W
    rw [show (4 * t) ^ 2 + 16 * t ^ 2 = (4 * t) ^ 2 * 2 by ring,
      Real.sqrt_mul (by positivity), Real.sqrt_sq (by positivity)]
  have hx : 4 * t / W t (4 * t) = 1 / √2 := by
    rw [hW]
    field_simp
  rw [(ground_state_correlation ht hψ hn).2 n, hx]

end

end HubbardDimerOccupations
```

```lean
#print axioms HubbardDimerOccupations.groundEnergy_isLeast
-- 'HubbardDimerOccupations.groundEnergy_isLeast' depends on axioms: [propext, Classical.choice, Quot.sound]
#print axioms HubbardDimerOccupations.ground_state_correlation
-- 'HubbardDimerOccupations.ground_state_correlation' depends on axioms: [propext, Classical.choice, Quot.sound]
#print axioms HubbardDimerOccupations.occupations_at_four_t
-- 'HubbardDimerOccupations.occupations_at_four_t' depends on axioms: [propext, Classical.choice, Quot.sound]
```

## From the four equations to the checked proof

`schrodinger_iff` expands the matrix equation into the four component equations. `groundEnergy_facts` derives \(-W<U<W\) from \(U^2<W^2\), and with it the position of \(E\) and its quadratic equation.

`site_symmetric` does the pairwise subtraction: `mul_left_cancel₀` cancels the nonzero factors \(e\) and \(U-e\), while `linear_combination` verifies the algebra. In `ground_nondegenerate` the factor is \(c=\psi(0,1)/(2t)\), and the converse is checked by substitution.

`groundEnergy_isLeast` assumes an eigenvalue below \(E\). The step `hpos` shows that the quadratic is positive there, so first \(\psi(0,0)\) and then \(\psi(0,1)\) vanish, which contradicts a nonzero state.

In `ground_state_correlation`, `hc` is the normalisation \(|c|^2(-2EW)=1\), from which the double occupancy follows. `hx` gives the off-diagonal element and `hD` the whole density matrix. For an eigenvector \(v\) whose eigenvalue is neither \(1+4t/W\) nor \(1-4t/W\), the sum \(v_0+v_1\) and the difference \(v_0-v_1\) must both vanish, so \(v=0\). The vectors `![1, 1]` and `![1, -1]` show that both values occur. The last theorem evaluates \(W\) at \(U=4t\) and applies this result.
